# The Berry curvature of a C² family of band projectors has zero divergence

## Can a curvature peak look like a Weyl point?

To look for Weyl points in a tight-binding model, I divide the Brillouin zone into small boxes and add up the Berry flux through the six faces of each. A box with a nonzero total gets a closer search. But the curvature can also have tall, narrow peaks at avoided crossings, where the gap is small but open. Why can't such a peak act as a source of flux and give a false alarm?

## A smooth projector leaves no room for sources

If the flux is computed exactly, it can't, provided that the projector $P(k)$ onto your chosen bands is twice continuously differentiable (C²) at every point of the closed box. The peak redistributes flux, but whatever enters the box also leaves it. For non-interacting bands in a finite orbital basis, a nonzero exact total therefore means that this condition fails somewhere in the box. A numerical total can still be spurious if the grid on the faces is too coarse for a narrow peak. A total of zero doesn't exclude touchings, since opposite charges can cancel.

Number the parameters 0, 1, 2, write $P_a=\partial_aP$ and $P_{ab}=\partial_a\partial_bP$, and let
$$F_{ab}=\mathrm{tr}\,(P[P_a,P_b]).$$
For Hermitian $P$ this is imaginary; the usual real curvature, with connection $i\langle\psi|\partial_a\psi\rangle$ for a single band with normalised state $|\psi(k)\rangle$, is $iF_{ab}$.

**Derivatives are off-diagonal.** Differentiating $P^2=P$ gives $P_a=P_aP+PP_a$. Hence $P_aP=(1-P)P_a$ and $P_a(1-P)=PP_a$.

**Triple traces vanish.** Let $W=XYZ$, where each factor is one of the $P_a$. Moving $P$ from right to left gives
$$WP=XY(1-P)Z=XPYZ=(1-P)W.$$
So $PWP=P(1-P)W=0$, and by cyclicity $\mathrm{tr}(WP)=\mathrm{tr}(PWP)=0$. Taking the trace of $W=WP+PW$ then gives $\mathrm{tr}\,W=2\,\mathrm{tr}(WP)=0$.

**The cyclic sum vanishes.** The product rule gives
$$\partial_cF_{ab}=\mathrm{tr}(P_c[P_a,P_b])+\mathrm{tr}\big(P([P_{ca},P_b]+[P_a,P_{cb}])\big).$$
In $\partial_0F_{12}+\partial_1F_{20}+\partial_2F_{01}$ the second-derivative commutators are
$$[P_{01},P_2]+[P_1,P_{02}]+[P_{12},P_0]+[P_2,P_{10}]+[P_{20},P_1]+[P_0,P_{21}].$$
Since $P_{ab}=P_{ba}$, they cancel in pairs. The other terms are six triple traces, all zero. Thus
$$\partial_0F_{12}+\partial_1F_{20}+\partial_2F_{01}=0.$$

**The flux vanishes.** The left side is the divergence of the vector field $(F_{12},F_{20},F_{01})$. By the divergence theorem, its outward flux through the surface of the box is the volume integral of zero.

### What the Lean statements say

`Params` is the space of three real parameters, and `pd a f k` is the derivative of `f` at `k` along axis `a`, for `f` differentiable at `k`. `curvature P a b k` is $F_{ab}(k)$, without the factor $i$. The condition `IsBandProjectorAt P k` says that $P$ is C² at $k$ and satisfies $P^2=P$ throughout some neighbourhood of $k$. It stands for an open gap between the chosen bands and the rest; degeneracies among the chosen bands are allowed. Hermiticity isn't required, so orthogonal projections are a special case.

`bianchi` is the identity at one such point, so touchings elsewhere do no harm. `berry_flux_eq_zero` assumes the condition at every point of a closed box with corners `lo ≤ hi`, and concludes that `boxFlux`, the upper-face integrals minus the lower-face ones, is zero. The indices `i + 1` and `i + 2` wrap around modulo 3.

No Hamiltonian appears. The step left to you is that a smooth $H(k)$ with an open gap has a C² projector onto the bands on one side of it.

```lean
import Mathlib

open Matrix Filter Topology MeasureTheory

noncomputable section

namespace BerryBianchi

attribute [local instance] Matrix.linftyOpNormedRing Matrix.linftyOpNormedAlgebra

/-- The space of three real parameters, for instance crystal momenta. -/
abbrev Params := Fin 3 → ℝ

/-- The partial derivative of `f` along the parameter with index `a`, at a point `k` where `f` is
differentiable. -/
def pd {E : Type*} [NormedAddCommGroup E] [NormedSpace ℝ E]
    (a : Fin 3) (f : Params → E) (k : Params) : E :=
  fderiv ℝ f k (Pi.single a 1)

variable {n : Type*} [Fintype n] [DecidableEq n]

/-- The Berry curvature `F_ab = tr (P [∂_a P, ∂_b P])` of a family of matrices `P`. -/
def curvature (P : Params → Matrix n n ℂ) (a b : Fin 3) (k : Params) : ℂ :=
  trace (P k * (pd a P k * pd b P k - pd b P k * pd a P k))

/-- The family `P` is twice continuously differentiable at `k` and consists of
projections (idempotent matrices) near `k`. -/
def IsBandProjectorAt (P : Params → Matrix n n ℂ) (k : Params) : Prop :=
  ContDiffAt ℝ 2 P k ∧ ∀ᶠ q in 𝓝 k, P q * P q = P q

/-- The matrix trace as a continuous real-linear map. -/
def traceL : Matrix n n ℂ →L[ℝ] ℂ :=
  LinearMap.toContinuousLinearMap (Matrix.traceLinearMap n ℝ ℂ)

/-- The product rule for partial derivatives of differentiable, possibly noncommuting
quantities. -/
theorem pd_mul {A : Type*} [NormedRing A] [NormedAlgebra ℝ A] {f g : Params → A}
    {k : Params} (a : Fin 3) (hf : DifferentiableAt ℝ f k) (hg : DifferentiableAt ℝ g k) :
    pd a (fun q => f q * g q) k = pd a f k * g k + f k * pd a g k := by
  have h := congrArg (fun L : Params →L[ℝ] A => L (Pi.single a 1))
    (hf.hasFDerivAt.mul' hg.hasFDerivAt).fderiv
  refine h.trans ?_
  simp [pd, add_comm]

/-- The derivative of a differentiable family of projections obeys `∂P = ∂P P + P ∂P`. -/
theorem pd_projector {A : Type*} [NormedRing A] [NormedAlgebra ℝ A] {P : Params → A}
    {k : Params} (a : Fin 3) (hP : DifferentiableAt ℝ P k)
    (hid : ∀ᶠ q in 𝓝 k, P q * P q = P q) :
    pd a P k = pd a P k * P k + P k * pd a P k := by
  have he : (fun q => P q * P q) =ᶠ[𝓝 k] P := hid
  rw [← pd_mul a hP hP]
  simp only [pd]
  rw [he.fderiv_eq]

/-- Mixed second partial derivatives of a family that is C² at `k` exist there and do not
depend on the order of differentiation. -/
theorem pd_comm {E : Type*} [NormedAddCommGroup E] [NormedSpace ℝ E]
    {P : Params → E} {k : Params} (hP : ContDiffAt ℝ 2 P k)
    (a b : Fin 3) : DifferentiableAt ℝ (pd a P) k ∧ pd a (pd b P) k = pd b (pd a P) k := by
  have hd : DifferentiableAt ℝ (fderiv ℝ P) k :=
    (hP.fderiv_right (m := 1) one_add_one_eq_two.le).differentiableAt (by norm_num)
  have key : ∀ v w : Params, fderiv ℝ (fun q => fderiv ℝ P q w) k v
      = fderiv ℝ (fderiv ℝ P) k v w := by
    intro v w
    rw [(hd.hasFDerivAt.clm_apply (hasFDerivAt_const w k)).fderiv]
    simp
  refine ⟨hd.clm_apply (differentiableAt_const _), ?_⟩
  exact (key _ _).trans (((hP.isSymmSndFDerivAt (by simp)) _ _).trans (key _ _).symm)

/-- If `x`, `y`, `z` each obey the relation `x = x p + p x` satisfied by the derivatives of a
projection `p`, then `tr (x y z) = 0`. -/
theorem trace_three_offdiagonal {p x y z : Matrix n n ℂ} (hp : p * p = p)
    (hx : x = x * p + p * x) (hy : y = y * p + p * y) (hz : z = z * p + p * z) :
    trace (x * y * z) = 0 := by
  have ex : x * p = x - p * x := eq_sub_of_add_eq hx.symm
  have ey : y * p = y - p * y := eq_sub_of_add_eq hy.symm
  have ez : z * p = z - p * z := eq_sub_of_add_eq hz.symm
  -- the triple product is again off-diagonal
  have hw : x * y * z * p = x * y * z - p * (x * y * z) := by
    calc x * y * z * p = x * y * (z * p) := by noncomm_ring
      _ = x * y * z - x * (y * p) * z := by rw [ez]; noncomm_ring
      _ = x * p * y * z := by rw [ey]; noncomm_ring
      _ = x * y * z - p * (x * y * z) := by rw [ex]; noncomm_ring
  have h0 : p * (x * y * z * p) = 0 := by
    rw [hw, mul_sub, ← mul_assoc p p, hp, sub_self]
  have h1 : trace (x * y * z * p) = 0 := by
    have h := congrArg trace h0
    rw [trace_mul_comm, mul_assoc, hp, trace_zero] at h
    exact h
  have h2 := congrArg trace hw
  rw [trace_sub, trace_mul_comm p, h1] at h2
  simpa using h2.symm

/-- For a family that is C² at `k`, the Berry curvature is differentiable at `k`, and its
derivative is given by the product rule. -/
theorem pd_curvature {P : Params → Matrix n n ℂ} {k : Params} (hP : ContDiffAt ℝ 2 P k)
    (a b c : Fin 3) : DifferentiableAt ℝ (curvature P a b) k ∧
    pd c (curvature P a b) k =
      trace (pd c P k * (pd a P k * pd b P k - pd b P k * pd a P k)
        + P k * ((pd c (pd a P) k * pd b P k + pd a P k * pd c (pd b P) k)
          - (pd c (pd b P) k * pd a P k + pd b P k * pd c (pd a P) k))) := by
  have hp : DifferentiableAt ℝ P k := hP.differentiableAt (by norm_num)
  have ha := (pd_comm hP a a).1
  have hb := (pd_comm hP b b).1
  have hG : DifferentiableAt ℝ
      (fun q => pd a P q * pd b P q - pd b P q * pd a P q) k :=
    (ha.mul hb).sub (hb.mul ha)
  have hF := (traceL (n := n)).hasFDerivAt.comp k (hp.mul hG).hasFDerivAt
  refine ⟨hF.differentiableAt, ?_⟩
  refine (congrArg (fun L : Params →L[ℝ] ℂ => L (Pi.single c 1)) hF.fderiv).trans ?_
  change trace (pd c (fun q => P q * (pd a P q * pd b P q - pd b P q * pd a P q)) k) = _
  have hs : pd c (fun q => pd a P q * pd b P q - pd b P q * pd a P q) k
      = pd c (fun q => pd a P q * pd b P q) k - pd c (fun q => pd b P q * pd a P q) k :=
    congrArg (fun L : Params →L[ℝ] Matrix n n ℂ => L (Pi.single c 1))
      ((ha.mul hb).hasFDerivAt.sub (hb.mul ha).hasFDerivAt).fderiv
  rw [pd_mul c hp hG, hs, pd_mul c ha hb, pd_mul c hb ha]

/-- **Bianchi identity.** Where `P` is a C² family of projections, the Berry curvature has
zero divergence in the three-dimensional parameter space. -/
theorem bianchi {P : Params → Matrix n n ℂ} {k : Params} (h : IsBandProjectorAt P k) :
    pd 0 (curvature P 1 2) k + pd 1 (curvature P 2 0) k + pd 2 (curvature P 0 1) k = 0 := by
  obtain ⟨hP, hid⟩ := h
  have hp : DifferentiableAt ℝ P k := hP.differentiableAt (by norm_num)
  -- differentiate `P² = P`
  have hx : ∀ a, pd a P k = pd a P k * P k + P k * pd a P k :=
    fun a => pd_projector a hp hid
  have t : ∀ a b c, trace (pd a P k * pd b P k * pd c P k) = 0 := fun a b c =>
    trace_three_offdiagonal hid.self_of_nhds (hx a) (hx b) (hx c)
  rw [(pd_curvature hP 1 2 0).2, (pd_curvature hP 2 0 1).2, (pd_curvature hP 0 1 2).2,
    (pd_comm hP 1 0).2, (pd_comm hP 2 0).2, (pd_comm hP 2 1).2, ← trace_add, ← trace_add]
  -- the second derivatives cancel, leaving six triple products
  have e : ∀ p x y z u v w : Matrix n n ℂ,
      x * (y * z - z * y) + p * ((u * z + y * v) - (v * y + z * u))
      + (y * (z * x - x * z) + p * ((w * x + z * u) - (u * z + x * w)))
      + (z * (x * y - y * x) + p * ((v * y + x * w) - (w * x + y * v)))
      = x * y * z - x * z * y + (y * z * x - y * x * z) + (z * x * y - z * y * x) := by
    intros
    noncomm_ring
  rw [e]
  simp only [trace_add, trace_sub, t, sub_self, add_zero]

/-- The outward flux of a vector field `V` through the surface of the box with corners `lo ≤ hi`:
upper face minus lower face, summed over the three directions. -/
def boxFlux (V : Fin 3 → Params → ℂ) (lo hi : Params) : ℂ :=
  ∑ i : Fin 3,
    ((∫ x : Fin 2 → ℝ in Set.Icc (lo ∘ i.succAbove) (hi ∘ i.succAbove),
        V i (Fin.insertNth (α := fun _ => ℝ) i (hi i) x))
      - ∫ x : Fin 2 → ℝ in Set.Icc (lo ∘ i.succAbove) (hi ∘ i.succAbove),
        V i (Fin.insertNth (α := fun _ => ℝ) i (lo i) x))

/-- If `P` is a C² family of projections at every point of a closed box, the total Berry flux
through the surface of the box is zero. -/
theorem berry_flux_eq_zero {P : Params → Matrix n n ℂ} {lo hi : Params} (hle : lo ≤ hi)
    (h : ∀ k ∈ Set.Icc lo hi, IsBandProjectorAt P k) :
    boxFlux (fun i => curvature P (i + 1) (i + 2)) lo hi = 0 := by
  have hdiv : ∀ x ∈ Set.Icc lo hi, ∑ i : Fin 3,
      fderiv ℝ (curvature P (i + 1) (i + 2)) x (Pi.single i 1) = 0 := by
    intro x hx
    rw [Fin.sum_univ_three]
    exact bianchi (h x hx)
  have hd : ∀ x ∈ Set.Icc lo hi, ∀ i : Fin 3,
      DifferentiableAt ℝ (curvature P (i + 1) (i + 2)) x :=
    fun x hx i => (pd_curvature (h x hx).1 _ _ 0).1
  -- the divergence theorem turns the surface flux into a volume integral of zero
  have key := integral_divergence_of_hasFDerivAt_off_countable' lo hi hle
    (fun i : Fin 3 => curvature P (i + 1) (i + 2))
    (fun i x => fderiv ℝ (curvature P (i + 1) (i + 2)) x) ∅ Set.countable_empty
    (fun i x hx => (hd x hx i).continuousAt.continuousWithinAt)
    (fun x hx i => (hd x ⟨fun j => (hx.1 j trivial).1.le,
      fun j => (hx.1 j trivial).2.le⟩ i).hasFDerivAt)
    (integrableOn_zero.congr_fun (fun x hx => (hdiv x hx).symm) measurableSet_Icc)
  exact key.symm.trans (setIntegral_eq_zero_of_forall_eq_zero hdiv)

/-- The projection onto the two-component state `(1, u + i v)`. -/
def blochProjector (u v : ℝ) : Matrix (Fin 2) (Fin 2) ℂ :=
  (1 + (u ^ 2 + v ^ 2))⁻¹ • (!![1, 0; 0, 0] + u • !![0, 1; 1, 0]
    + v • !![0, -Complex.I; Complex.I, 0] + (u ^ 2 + v ^ 2) • !![0, 0; 0, 1])

/-- A two-band family depending on all three parameters. -/
def twoBand (k : Params) : Matrix (Fin 2) (Fin 2) ℂ :=
  blochProjector (k 0) (k 1 * (1 + k 2))

/-- The two-band family is Hermitian and a C² family of projections everywhere, and its Berry
curvature in the plane of the first two parameters equals `2i` at the origin. -/
theorem bianchi_witness : (∀ k, (twoBand k).IsHermitian) ∧
    (∀ k, IsBandProjectorAt twoBand k) ∧ curvature twoBand 0 1 0 = 2 * Complex.I := by
  have hC : ContDiff ℝ 2 twoBand := by
    have hs : ContDiff ℝ 2 (fun k : Params =>
        1 + ((k 0) ^ 2 + (k 1 * (1 + k 2)) ^ 2)) := by fun_prop
    unfold twoBand blochProjector
    exact (hs.inv (fun k => by positivity)).smul (by fun_prop)
  have hI : ∀ u v, blochProjector u v * blochProjector u v = blochProjector u v := by
    intro u v
    have hs : 1 + (u ^ 2 + v ^ 2) ≠ 0 := by positivity
    unfold blochProjector
    rw [smul_mul_assoc, mul_smul_comm]
    congr 1
    rw [inv_smul_eq_iff₀ hs]
    ext i j
    fin_cases i <;> fin_cases j <;> apply Complex.ext <;>
      simp [Matrix.mul_apply, Fin.sum_univ_succ, pow_two] <;> ring
  -- derivative at the origin along a coordinate axis
  have hD : ∀ A B D : Matrix (Fin 2) (Fin 2) ℂ,
      HasDerivAt (fun t : ℝ => (1 + t ^ 2)⁻¹ • (A + t • B + t ^ 2 • D)) B 0 := by
    intro A B D
    have hp : HasDerivAt (fun t : ℝ => t ^ 2) 0 0 :=
      (hasDerivAt_pow 2 (0 : ℝ)).congr_deriv (by simp)
    have h1 : HasDerivAt (fun t : ℝ => (1 + t ^ 2)⁻¹) 0 0 :=
      ((hp.const_add 1).inv (by norm_num)).congr_deriv (by simp)
    have h2 : HasDerivAt (fun t : ℝ => A + t • B + t ^ 2 • D) B 0 :=
      ((((hasDerivAt_id (0 : ℝ)).smul_const B).const_add A).add
        (hp.smul_const D)).congr_deriv (by simp)
    exact (h1.smul h2).congr_deriv (by simp)
  have hd : DifferentiableAt ℝ twoBand 0 := hC.contDiffAt.differentiableAt (by norm_num)
  have h0 : pd 0 twoBand 0 = !![0, 1; 1, 0] := by
    rw [pd, ← hd.lineDeriv_eq_fderiv, lineDeriv,
      ← (hD !![1, 0; 0, 0] !![0, 1; 1, 0] !![0, 0; 0, 1]).deriv]
    congr 1
    funext t
    simp [twoBand, blochProjector]
  have h1 : pd 1 twoBand 0 = !![0, -Complex.I; Complex.I, 0] := by
    rw [pd, ← hd.lineDeriv_eq_fderiv, lineDeriv,
      ← (hD !![1, 0; 0, 0] !![0, -Complex.I; Complex.I, 0] !![0, 0; 0, 1]).deriv]
    congr 1
    funext t
    simp [twoBand, blochProjector]
  refine ⟨fun k => ?_, fun k => ⟨hC.contDiffAt, Eventually.of_forall fun q => hI _ _⟩, ?_⟩
  · ext i j
    fin_cases i <;> fin_cases j <;> simp [twoBand, blochProjector]
  · rw [curvature, h0, h1]
    simp [twoBand, blochProjector, Matrix.trace_fin_two]
    ring

end BerryBianchi
```

```lean
#print axioms BerryBianchi.berry_flux_eq_zero
```

```
'BerryBianchi.berry_flux_eq_zero' depends on axioms: [propext, Classical.choice, Quot.sound]
```

### From the product rule to the box

`pd_mul` is the product rule with the order of factors kept. `pd_projector` applies it to $P^2=P$; because that equation holds near $k$, both sides have the same derivative there. `pd_comm` supplies the differentiability of $P_a$ and the symmetry of second derivatives.

`trace_three_offdiagonal` is the triple-trace argument: its `calc` block moves $P$ through the three factors, and `h0`, `h1` and `h2` are the trace steps that follow. `pd_curvature` differentiates $F_{ab}$, using that the trace is a continuous linear map.

In `bianchi`, the rewrites insert these derivatives and put the mixed ones in a common order. The identity `e`, checked by `noncomm_ring`, cancels the second derivatives and leaves the six triple products, whose traces vanish by `t`. `berry_flux_eq_zero` feeds the result to Mathlib's divergence theorem.

### A two-band family at the origin

`bianchi_witness` shows that the conditions are met everywhere by a non-constant Hermitian family, the projector onto the normalised state $(1,u+iv)/\sqrt{1+u^2+v^2}$ with $u=k_0$ and $v=k_1(1+k_2)$. At the origin $P=\mathrm{diag}(1,0)$, $P_0=\sigma_x$ and $P_1=\sigma_y$, so
$$F_{01}=\mathrm{tr}(P\,2i\sigma_z)=2i.$$

The cancellation can be followed by hand as well. Let $f=2i/(1+u^2+v^2)^2$ be the curvature in the $(u,v)$ plane. The chain rule gives $F_{01}=f\,(1+k_2)$, $F_{20}=-f\,k_1$ and $F_{12}=0$. At the origin $\partial_2F_{01}=2i$, $\partial_1F_{20}=-2i$ and $\partial_0F_{12}=0$, which add up to zero.

### One bad point is enough

Take the upper band of $H=k\cdot\sigma$, with $P=\tfrac12(1+k\cdot\sigma/|k|)$. This is a smooth projector everywhere except at $k=0$, where the bands touch and no choice of $P(0)$ makes it continuous. Away from that point the field $(F_{12},F_{20},F_{01})$ equals $\tfrac{i}{2}\,k/|k|^3$, so the flux out of any box with the origin in its interior is $\tfrac{i}{2}\cdot4\pi=2\pi i$. The condition at all points of the box but one is therefore not sufficient for zero flux, and this $2\pi i$ is the signal that your search picks up.
